# Bounds on the zero-point energy shift between interlaced TO and LO spectra

Take two phonon modes with TO frequencies 0 and 1 and LO frequencies 1 and 2, in some unit. The frequencies rise by $1+1=2$, and the square of this total is $1+2\cdot1\cdot1+1=4$. The squared frequencies rise by $1$ and $3$, which is also 4 in total. The cross term $2\cdot1\cdot1$ is supplied by the second mode: it starts at frequency 1, so its square rises by $1^2+2\cdot1\cdot1$. It starts that high because the whole interval of the first mode lies below it.

For comparison, let both modes rise from 0 to $\sqrt2$, which the rank-one term introduced below cannot bring about. The squared frequencies still rise by 4 in total, but the frequencies rise by $2\sqrt2$. The results below show how the ordering of the intervals limits the zero-point energy that a given total splitting can carry.

## Spectra, energy and the nonanalytic term

In Lean 4 with Mathlib:

```lean
import Mathlib

open Matrix

namespace LOTOZeroPoint

noncomputable section
```

There are $n+1$ modes, numbered $0,\dots,n$, with squared TO frequencies $a_i$ and squared LO frequencies $b_i$. They are called interlaced if
$$0\le a_0\le b_0\le a_1\le b_1\le\dots\le a_n\le b_n .$$
The condition $0\le a_0$ says that the crystal has no unstable TO mode; zero frequencies are allowed.

```lean
/-- Squared TO frequencies `a` and squared LO frequencies `b` interlace:
`0 ≤ a 0 ≤ b 0 ≤ a 1 ≤ b 1 ≤ ...`. -/
structure Interlaced {n : ℕ} (a b : Fin (n + 1) → ℝ) : Prop where
  nonneg : 0 ≤ a 0
  split : ∀ i, a i ≤ b i
  order : ∀ i : Fin n, b i.castSucc ≤ a i.succ
```

The harmonic zero-point energy of a list $s$ of squared frequencies is $E(s)=\frac{\hbar}{2}\sum_i\sqrt{s_i}$. In the code $\hbar$ is a real parameter `hbar`, so any system of units can be used.

```lean
/-- The harmonic zero-point energy, half of `hbar` times the sum of the frequencies, for modes
with squared frequencies `s`. -/
def zeroPointEnergy {n : ℕ} (hbar : ℝ) (s : Fin n → ℝ) : ℝ :=
  hbar / 2 * ∑ i, √(s i)
```

`HasSpectrum M d` says that $M=U\,\mathrm{diag}(d)\,U^T$ for a real matrix $U$ with $U^TU=1$. The eigenvalues $d_i$ are listed with multiplicity, in any order.

```lean
/-- The real matrix `M` is diagonalised by an orthogonal matrix, with eigenvalues `d`. -/
def HasSpectrum {n : ℕ} (M : Matrix (Fin n) (Fin n) ℝ) (d : Fin n → ℝ) : Prop :=
  ∃ U : Matrix (Fin n) (Fin n) ℝ, Uᵀ * U = 1 ∧ M = U * diagonal d * Uᵀ
```

In density functional perturbation theory, the long-range field of a polar phonon as $\mathbf q\to0$ along a fixed direction adds a term $c\,zz^T$ to the dynamical matrix $D$. The vector $z$ holds the Born effective charges projected on that direction and divided by the square roots of the masses. The constant $c$ stands for the Coulomb prefactor, which contains the inverse cell volume, screened by the electronic dielectric constant along the same direction. For short, all eigenvalues of $D$ are called TO values and all eigenvalues of $D+c\,zz^T$ LO values, including those of modes that the term leaves unchanged.

The last definition is a comparison spectrum for part (i): it starts at zero, and each later TO value equals the LO value just below it.

```lean
/-- The TO spectrum that starts at zero and in which every further squared TO frequency
equals the squared LO frequency just below it. -/
def touchingTO {n : ℕ} (b : Fin (n + 1) → ℝ) : Fin (n + 1) → ℝ :=
  Fin.cons (α := fun _ => ℝ) 0 (fun i : Fin n => b i.castSucc)
```

For a harmonic crystal in one such limiting direction, the results below bound the zero-point energy error made by omitting the nonanalytic term. They say nothing about an average over the Brillouin zone or about anharmonicity.

## (a) From squared frequencies to frequencies

Show that interlaced squared frequencies give
$$0\le\sqrt{a_0}\le\sqrt{b_0}\le\sqrt{a_1}\le\dots\le\sqrt{a_n}\le\sqrt{b_n}.$$

**Solution.** The square root is nonnegative and increasing, so it preserves each inequality in the chain. The three entries of the proof are the three fields of `Interlaced`.

```lean
/-- If the squared frequencies interlace, so do the frequencies. -/
theorem Interlaced.frequencies {n : ℕ} {a b : Fin (n + 1) → ℝ} (h : Interlaced a b) :
    Interlaced (fun i => √(a i)) (fun i => √(b i)) :=
  ⟨Real.sqrt_nonneg _, fun i => Real.sqrt_le_sqrt (h.split i),
    fun i => Real.sqrt_le_sqrt (h.order i)⟩
```

## (b) The range of the two spectra

Show that for every $i$
$$0\le a_i,\qquad b_i\le b_n .$$

**Solution.** From $a_i\le b_i\le a_{i+1}$ the TO values ascend, and from $b_i\le a_{i+1}\le b_{i+1}$ so do the LO values. Hence $a_i\ge a_0\ge0$ and $b_i\le b_n$. In the proof these are the two monotonicity statements `ha` and `hb`.

```lean
/-- In interlaced spectra every TO value is nonnegative and every LO value is at most the
last one. -/
theorem Interlaced.range {n : ℕ} {a b : Fin (n + 1) → ℝ} (h : Interlaced a b)
    (i : Fin (n + 1)) : 0 ≤ a i ∧ b i ≤ b (Fin.last n) := by
  have ha : Monotone a :=
    Fin.monotone_iff_le_succ.2 fun j => (h.split j.castSucc).trans (h.order j)
  have hb : Monotone b :=
    Fin.monotone_iff_le_succ.2 fun j => (h.order j).trans (h.split j.succ)
  exact ⟨h.nonneg.trans (ha (Fin.zero_le i)), hb (Fin.le_last i)⟩
```

## (c) The sum of the shifts

Let $x$ and $y$ be interlaced, with $x$ in the role of the TO values. Show that
$$\sum_{i=0}^{n}(y_i-x_i)\le y_n .$$

**Solution.** Pair each $y_i$ with the $x_{i+1}$ above it:
$$\sum_{i=0}^{n}(y_i-x_i)=y_n-x_0-\sum_{i=0}^{n-1}(x_{i+1}-y_i).$$
Both subtracted quantities are nonnegative. The code splits the last term off the sum over $y$ and the first term off the sum over $x$, then compares the remaining sums term by term in `hs`.

```lean
/-- For interlaced spectra the shifts add up to at most the highest LO value. -/
theorem Interlaced.sum_le_last {n : ℕ} {x y : Fin (n + 1) → ℝ} (h : Interlaced x y) :
    ∑ i, (y i - x i) ≤ y (Fin.last n) := by
  -- pair each LO value with the TO value above it
  rw [Finset.sum_sub_distrib, Fin.sum_univ_castSucc y, Fin.sum_univ_succ x]
  have hs := Finset.sum_le_sum (fun i (_ : i ∈ Finset.univ) => h.order i)
  linarith [h.nonneg]
```

## (d) The square of the total shift

For interlaced $x$ and $y$, show that
$$\Bigl(\sum_{i=0}^{n}(y_i-x_i)\Bigr)^2\le\sum_{i=0}^{n}(y_i^2-x_i^2).$$

**Solution.** Use induction on $n$. For one mode, the right side minus the left side is $2x_0(y_0-x_0)\ge0$.

For the step, add a mode $n+1$ on top. Write $S=\sum_{i=0}^{n}(y_i-x_i)$ and $d=y_{n+1}-x_{n+1}\ge0$. Part (c) and the ordering give $S\le y_n\le x_{n+1}$, so
$$(S+d)^2=S^2+2Sd+d^2\le\sum_{i=0}^{n}(y_i^2-x_i^2)+2x_{n+1}d+d^2 .$$
Since $2x_{n+1}d+d^2=y_{n+1}^2-x_{n+1}^2$, this is the claim for $n+2$ modes.

In the code, `hS` is part (c) for the lower modes, `hW` is the induction hypothesis and `ho` is $y_n\le x_{n+1}$. The final `nlinarith` receives the product $(x_{n+1}-S)\,d\ge0$, which controls the cross term.

```lean
/-- For interlaced frequencies the square of the total shift is at most the total shift of
the squared frequencies. -/
theorem Interlaced.sq_sum_le {n : ℕ} {x y : Fin (n + 1) → ℝ} (h : Interlaced x y) :
    (∑ i, (y i - x i)) ^ 2 ≤ ∑ i, (y i ^ 2 - x i ^ 2) := by
  induction n with
  | zero =>
    simp only [Fin.sum_univ_succ, Finset.univ_eq_empty, Finset.sum_empty, add_zero]
    nlinarith [mul_nonneg h.nonneg (sub_nonneg.2 (h.split 0))]
  | succ n ih =>
    -- remove the highest mode
    have h' : Interlaced (fun i : Fin (n + 1) => x i.castSucc) (fun i => y i.castSucc) :=
      ⟨by simpa using h.nonneg, fun i => h.split _, fun i => h.order i.castSucc⟩
    have hS := h'.sum_le_last
    have hW := ih h'
    have ho := h.order (Fin.last n)
    rw [Fin.succ_last] at ho
    have hd := h.split (Fin.last (n + 1))
    rw [Fin.sum_univ_castSucc (fun i => y i - x i),
      Fin.sum_univ_castSucc (fun i => y i ^ 2 - x i ^ 2)]
    -- the shifts below add up to at most the highest TO frequency
    nlinarith [mul_nonneg (sub_nonneg.2 (hS.trans ho)) (sub_nonneg.2 hd)]
```

## (e) Two bounds on the summed frequency shift

Let $W=\sum_i(b_i-a_i)$ be the total splitting of interlaced squared frequencies. Show that
$$W\le2\sqrt{b_n}\,\sum_{i=0}^{n}\bigl(\sqrt{b_i}-\sqrt{a_i}\bigr),\qquad \sum_{i=0}^{n}\bigl(\sqrt{b_i}-\sqrt{a_i}\bigr)\le\sqrt W .$$

**Solution.** For the first bound, factor each splitting:
$$b_i-a_i=(\sqrt{b_i}-\sqrt{a_i})(\sqrt{b_i}+\sqrt{a_i})\le2\sqrt{b_n}\,(\sqrt{b_i}-\sqrt{a_i}),$$
because both roots are at most $\sqrt{b_n}$ by part (b). Then sum over $i$. If $b_n>0$, division gives the lower bound $W/(2\sqrt{b_n})$ on the summed shift; if $b_n=0$, every frequency vanishes.

For the second bound, part (a) allows part (d) to be used with $x_i=\sqrt{a_i}$ and $y_i=\sqrt{b_i}$. The squared total shift is then at most $W$, and taking the root finishes the argument.

In the code, `h3` is the inequality $\sqrt{b_i}+\sqrt{a_i}\le2\sqrt{b_n}$ and `hq` is part (d) applied to the frequencies.

```lean
/-- For interlaced squared frequencies with total splitting `W = ∑ (b i - a i)`, the summed
frequency shift is at most `√W`, and its product with twice the highest LO frequency is at
least `W`. -/
theorem frequency_shift_bounds {n : ℕ} {a b : Fin (n + 1) → ℝ} (h : Interlaced a b) :
    ∑ i, (b i - a i) ≤ 2 * √(b (Fin.last n)) * ∑ i, (√(b i) - √(a i)) ∧
      ∑ i, (√(b i) - √(a i)) ≤ √(∑ i, (b i - a i)) := by
  have ha : ∀ i, √(a i) ^ 2 = a i := fun i => Real.sq_sqrt (h.range i).1
  have hb : ∀ i, √(b i) ^ 2 = b i := fun i =>
    Real.sq_sqrt ((h.range i).1.trans (h.split i))
  constructor
  · rw [Finset.mul_sum]
    refine Finset.sum_le_sum fun i _ => ?_
    -- b - a = (√b - √a)(√b + √a), and both roots are at most the highest LO frequency
    have h1 := Real.sqrt_le_sqrt (h.split i)
    have h2 := Real.sqrt_le_sqrt (h.range i).2
    have h3 : 0 ≤ 2 * √(b (Fin.last n)) - √(b i) - √(a i) := by linarith
    nlinarith [mul_nonneg (sub_nonneg.2 h1) h3, ha i, hb i]
  · have hq := h.frequencies.sq_sum_le
    simp only [ha, hb] at hq
    exact (le_abs_self _).trans (Real.abs_le_sqrt hq)
```

## (f) The zero-point energy

For $\hbar\ge0$, turn part (e) into bounds on the energy lost when the LO spectrum is replaced by the TO spectrum:
$$\hbar W\le4\sqrt{b_n}\,\bigl(E(b)-E(a)\bigr),\qquad E(b)-E(a)\le\frac{\hbar}{2}\sqrt W .$$

**Solution.** By definition $E(b)-E(a)=\frac{\hbar}{2}\sum_i(\sqrt{b_i}-\sqrt{a_i})$, which is `hE` in the code. Multiply the first bound of (e) by $\hbar$ and the second by $\hbar/2$.

```lean
/-- Bounds on the zero-point energy lost when the LO spectrum `b` is replaced by the TO spectrum
`a`, for `hbar ≥ 0` and interlaced squared frequencies, in terms of the total splitting
`∑ (b i - a i)` and the highest LO frequency. -/
theorem zeroPointEnergy_loss_bounds {n : ℕ} {a b : Fin (n + 1) → ℝ} {hbar : ℝ}
    (hh : 0 ≤ hbar) (h : Interlaced a b) :
    hbar * ∑ i, (b i - a i) ≤
        4 * √(b (Fin.last n)) * (zeroPointEnergy hbar b - zeroPointEnergy hbar a) ∧
      zeroPointEnergy hbar b - zeroPointEnergy hbar a ≤
        hbar / 2 * √(∑ i, (b i - a i)) := by
  obtain ⟨hl, hu⟩ := frequency_shift_bounds h
  have hE : zeroPointEnergy hbar b - zeroPointEnergy hbar a =
      hbar / 2 * ∑ i, (√(b i) - √(a i)) := by
    rw [Finset.sum_sub_distrib, mul_sub, zeroPointEnergy, zeroPointEnergy]
  rw [hE]
  constructor
  · have hm := mul_le_mul_of_nonneg_left hl hh
    linarith
  · exact mul_le_mul_of_nonneg_left hu (by linarith)
```

## (g) Reading the splitting from the charge vector

Let $D$ have eigenvalues $a$, let $D+c\,zz^T$ have eigenvalues $b$, and let the two lists interlace. For $\hbar\ge0$, show that
$$\hbar\,c\,z\cdot z\le4\sqrt{b_n}\,\bigl(E(b)-E(a)\bigr),\qquad E(b)-E(a)\le\frac{\hbar}{2}\sqrt{c\,z\cdot z}.$$

**Solution.** The trace is the sum of the eigenvalues:
$$\mathrm{tr}\bigl(U\,\mathrm{diag}(d)\,U^T\bigr)=\mathrm{tr}\bigl(U^TU\,\mathrm{diag}(d)\bigr)=\sum_i d_i .$$
Therefore
$$W=\mathrm{tr}(D+c\,zz^T)-\mathrm{tr}\,D=c\,\mathrm{tr}(zz^T)=c\,z\cdot z,$$
and part (f) applies. These steps are `key`, `hz` and `hW`. The upper bound can thus be evaluated from the charges, the masses, the cell volume and the screening, without the phonon frequencies.

Interlacing is a hypothesis here. For $c\ge0$ and eigenvalues in ascending order, the ordering $a_i\le b_i\le a_{i+1}$ is a standard property of rank-one changes to a symmetric matrix, which the theorem takes as given.

```lean
/-- Let the dynamical matrix `D` have eigenvalues `a`, and let `D` with the nonanalytic term
`c z zᵀ` have eigenvalues `b`, interlaced with `a`. For `hbar ≥ 0`, the zero-point energy lost
without that term is at most `hbar / 2` times the root of `c z·z`, and its product with four times
the highest LO frequency is at least `hbar` times `c z·z`. -/
theorem nonanalytic_loss_bounds {n : ℕ} {D : Matrix (Fin (n + 1)) (Fin (n + 1)) ℝ}
    {z a b : Fin (n + 1) → ℝ} {c hbar : ℝ} (hh : 0 ≤ hbar) (hD : HasSpectrum D a)
    (hL : HasSpectrum (D + c • vecMulVec z z) b) (h : Interlaced a b) :
    hbar * (c * (z ⬝ᵥ z)) ≤
        4 * √(b (Fin.last n)) * (zeroPointEnergy hbar b - zeroPointEnergy hbar a) ∧
      zeroPointEnergy hbar b - zeroPointEnergy hbar a ≤ hbar / 2 * √(c * (z ⬝ᵥ z)) := by
  -- the trace is the sum of the eigenvalues
  have key : ∀ (M : Matrix (Fin (n + 1)) (Fin (n + 1)) ℝ) (d : Fin (n + 1) → ℝ),
      HasSpectrum M d → M.trace = ∑ i, d i := by
    rintro M d ⟨U, hU, rfl⟩
    rw [Matrix.trace_mul_comm, ← Matrix.mul_assoc, hU, Matrix.one_mul, Matrix.trace_diagonal]
  have hz : (vecMulVec z z).trace = z ⬝ᵥ z := by
    simp [Matrix.trace, vecMulVec_apply, dotProduct]
  have hW : ∑ i, (b i - a i) = c * (z ⬝ᵥ z) := by
    rw [Finset.sum_sub_distrib, ← key _ _ hL, ← key _ _ hD, Matrix.trace_add,
      Matrix.trace_smul, hz, smul_eq_mul]
    ring
  rw [← hW]
  exact zeroPointEnergy_loss_bounds hh h
```

## (h) Two modes with explicit numbers

Take $D=1$, $z=(3,4)$ and $c=1$. Show that the squared TO and LO frequencies are
$$a=(1,1),\qquad b=(1,26),$$
and that they interlace.

**Solution.** The matrix with the nonanalytic term is
$$1+zz^T=\begin{pmatrix}10&12\\12&17\end{pmatrix}.$$
The unit vector $(4,-3)/5$ is orthogonal to $z$ and keeps the eigenvalue 1. The unit vector $(3,4)/5$ is parallel to $z$ and has eigenvalue $1+25=26$. The chain $0\le1\le1\le1\le26$ holds. In the code these two vectors are the columns of $U$, and the matrix identities are checked entry by entry.

Here $W=25$. The energy lost is $\frac{\hbar}{2}(\sqrt{26}-1)\approx\frac{\hbar}{2}\cdot4.10$, between the bounds $\frac{\hbar}{2}\cdot2.45$ and $\frac{\hbar}{2}\cdot5$.

```lean
/-- The unit dynamical matrix of two modes with charge vector `(3, 4)` and `c = 1` has squared
TO frequencies `1, 1` and squared LO frequencies `1, 26`, and these interlace. -/
theorem nonanalytic_loss_bounds_witness :
    HasSpectrum (1 : Matrix (Fin 2) (Fin 2) ℝ) ![1, 1] ∧
      HasSpectrum ((1 : Matrix (Fin 2) (Fin 2) ℝ) + (1 : ℝ) • vecMulVec ![3, 4] ![3, 4])
        ![1, 26] ∧
      Interlaced (n := 1) ![1, 1] ![1, 26] := by
  refine ⟨⟨1, by simp, ?_⟩, ⟨!![4 / 5, 3 / 5; -3 / 5, 4 / 5], ?_, ?_⟩, ?_, ?_, ?_⟩
  · ext i j
    fin_cases i <;> fin_cases j <;> simp
  · ext i j
    fin_cases i <;> fin_cases j <;> norm_num [Matrix.mul_apply, Fin.sum_univ_succ]
  · ext i j
    fin_cases i <;> fin_cases j <;>
      norm_num [Matrix.mul_apply, Fin.sum_univ_succ, vecMulVec_apply, Matrix.vecMul_diagonal]
  · simp
  · intro i
    fin_cases i <;> norm_num
  · intro i
    fin_cases i
    norm_num
```

## (i) Intervals that touch

Let $0\le b_0\le b_1\le\dots\le b_n$, and set $a_0=0$ and $a_{i+1}=b_i$. Show that $a$ and $b$ interlace and that
$$\sum_{i=0}^{n}\bigl(\sqrt{b_i}-\sqrt{a_i}\bigr)=\sqrt{\sum_{i=0}^{n}(b_i-a_i)} .$$

**Solution.** Interlacing follows from the order of $b$. For any function $f$, the sum telescopes:
$$\sum_{i=0}^{n}\bigl(f(b_i)-f(a_i)\bigr)=f(b_n)-f(0).$$
With $f(t)=\sqrt t$ the left side of the claim is $\sqrt{b_n}$. With $f(t)=t$ the sum under the root is $b_n$, so the right side is $\sqrt{b_n}$ too. The telescoping identity is `tel`, used once for each choice of $f$. The upper bound in (e) is therefore attained for every number of modes.

```lean
/-- The upper bound is attained for every ascending nonnegative LO spectrum `b`, by the
interlaced TO spectrum `touchingTO b`. -/
theorem upper_bound_attained {n : ℕ} {b : Fin (n + 1) → ℝ} (hb : Monotone b)
    (h0 : 0 ≤ b 0) :
    Interlaced (touchingTO b) b ∧
      ∑ i, (√(b i) - √(touchingTO b i)) = √(∑ i, (b i - touchingTO b i)) := by
  constructor
  · refine ⟨by simp [touchingTO], fun i => ?_, fun i => by simp [touchingTO]⟩
    refine Fin.cases ?_ (fun j => ?_) i
    · simpa [touchingTO] using h0
    · simpa [touchingTO] using hb (Fin.castSucc_lt_succ (i := j)).le
  · -- both sums telescope
    have tel : ∀ f : ℝ → ℝ,
        ∑ i, (f (b i) - f (touchingTO b i)) = f (b (Fin.last n)) - f 0 := by
      intro f
      rw [Finset.sum_sub_distrib, Fin.sum_univ_castSucc (fun i => f (b i)),
        Fin.sum_univ_succ (fun i => f (touchingTO b i))]
      simp only [touchingTO, Fin.cons_zero, Fin.cons_succ]
      ring
    have h1 := tel Real.sqrt
    have h2 : ∑ i, (b i - touchingTO b i) = b (Fin.last n) - 0 := tel (fun t => t)
    rw [h1, h2]
    simp
```

## (j) Degenerate modes that all shift

Let $N=n+2\ge2$ modes all move from squared frequency 0 to the same $s>0$. Show that
$$\sqrt{\sum_{i=0}^{n+1}(s-0)}<\sum_{i=0}^{n+1}\bigl(\sqrt s-\sqrt0\bigr).$$

**Solution.** The left side is $\sqrt{Ns}$ and the right side is $N\sqrt s$. Both are positive, and their squares differ by $N^2s-Ns=N(N-1)s>0$. In the code this difference is `hn`, with $N=n+2$.

These spectra satisfy $0\le a_i\le b_i$ and both ascend, but $b_0=s$ exceeds $a_1=0$. The upper bound can thus fail if the condition $b_i\le a_{i+1}$ is simply omitted. The example is not the effect of a single term $c\,zz^T$, which shifts at most one of $N$ degenerate modes.

```lean
/-- Without interlacing the upper bound can fail: when two or more modes all shift from squared
frequency zero to the same `s > 0`, the summed frequency shift exceeds the square root of the total
splitting. -/
theorem upper_bound_needs_interlacing (n : ℕ) {s : ℝ} (hs : 0 < s) :
    √(∑ _i : Fin (n + 2), (s - 0)) < ∑ _i : Fin (n + 2), (√s - √0) := by
  have hq : √s ^ 2 = s := Real.sq_sqrt hs.le
  have hp : 0 < √s := Real.sqrt_pos.2 hs
  simp only [Finset.sum_const, Finset.card_univ, Fintype.card_fin, nsmul_eq_mul,
    Real.sqrt_zero, sub_zero]
  push_cast
  rw [Real.sqrt_lt' (by positivity), mul_pow, hq]
  have hn : 0 < ((n : ℝ) + 2) * (n + 1) * s := by positivity
  nlinarith

end

end LOTOZeroPoint
```

```lean
#print axioms LOTOZeroPoint.zeroPointEnergy_loss_bounds
-- 'LOTOZeroPoint.zeroPointEnergy_loss_bounds' depends on axioms: [propext, Classical.choice, Quot.sound]
#print axioms LOTOZeroPoint.nonanalytic_loss_bounds
-- 'LOTOZeroPoint.nonanalytic_loss_bounds' depends on axioms: [propext, Classical.choice, Quot.sound]
#print axioms LOTOZeroPoint.upper_bound_attained
-- 'LOTOZeroPoint.upper_bound_attained' depends on axioms: [propext, Classical.choice, Quot.sound]
#print axioms LOTOZeroPoint.upper_bound_needs_interlacing
-- 'LOTOZeroPoint.upper_bound_needs_interlacing' depends on axioms: [propext, Classical.choice, Quot.sound]
```
